# The preconditioned Born iteration converges for diagonal media in the upper half of the open unit disc

Let $A$ be a finite Hermitian matrix and $S=\mathrm{diag}(s_j)$ with $\mathrm{Im}\,s_j>0$ and $|s_j|<1$, and set $G=(A-i)^{-1}$, $V=S-i$, $\gamma=iV$ and $K=\gamma GV-\gamma+1$. Then $K$ has Euclidean operator norm below 1, and for every vector $b$ the iteration $x\mapsto Kx+\gamma Gb$ converges from every start to $(A-S)^{-1}b$.

```lean
import Mathlib

open Matrix Filter Topology
open scoped Matrix.Norms.L2Operator

namespace ConvergentBornSeries

noncomputable section

variable {n : Type*} [Fintype n] [DecidableEq n]

/-- The reference Green's matrix `G = (A - i)⁻¹`. -/
def greens (A : Matrix n n ℂ) : Matrix n n ℂ := (A - Complex.I • (1 : Matrix n n ℂ))⁻¹

/-- The scattering potential `V = S - i`, diagonal in the grid points. -/
def potential (s : n → ℂ) : Matrix n n ℂ := diagonal fun j => s j - Complex.I

/-- The diagonal preconditioner `γ = i V`. -/
def preconditioner (s : n → ℂ) : Matrix n n ℂ :=
  diagonal fun j => Complex.I * (s j - Complex.I)

/-- The preconditioned Born operator `K = γ G V - γ + 1`. -/
def bornOperator (A : Matrix n n ℂ) (s : n → ℂ) : Matrix n n ℂ :=
  preconditioner s * greens A * potential s - preconditioner s + 1

/-- One step of the iteration, `x ↦ K x + γ G b`, for the source `b`. -/
def bornStep (A : Matrix n n ℂ) (s b x : n → ℂ) : n → ℂ :=
  bornOperator A s *ᵥ x + (preconditioner s * greens A) *ᵥ b

/-- The Cayley transform `U = 1 + 2 i G` of `A`. -/
def cayley (A : Matrix n n ℂ) : Matrix n n ℂ := 1 + (2 * Complex.I) • greens A

/-- The local rate `(|z - i|² + |1 - z²|) / 2` at a point with medium value `z`. -/
def localRate (z : ℂ) : ℝ := (‖z - Complex.I‖ ^ 2 + ‖1 - z ^ 2‖) / 2

/-- For an absorbing medium value, the local rate is below one exactly inside the unit disc. -/
theorem localRate_lt_one_iff {z : ℂ} (hz : 0 < z.im) : localRate z < 1 ↔ ‖z‖ < 1 := by
  have h1 : ‖z - Complex.I‖ ^ 2 = ‖z‖ ^ 2 + 1 - 2 * z.im := by
    simp only [Complex.sq_norm, Complex.normSq_apply]
    simp only [Complex.sub_re, Complex.sub_im, Complex.I_re, Complex.I_im]
    ring
  have h2 : ‖1 - z ^ 2‖ ^ 2
      = (1 - ‖z‖ ^ 2 + 2 * z.im) ^ 2 - 4 * (z.im * (1 - ‖z‖ ^ 2)) := by
    simp only [Complex.sq_norm, Complex.normSq_apply]
    simp only [pow_two, Complex.sub_re, Complex.sub_im, Complex.one_re, Complex.one_im,
      Complex.mul_re, Complex.mul_im]
    ring
  have hL := norm_nonneg (1 - z ^ 2)
  have hN := norm_nonneg z
  unfold localRate
  constructor
  · intro h
    by_contra hc
    have hc' : 1 ≤ ‖z‖ := not_lt.mp hc
    have h3 : 0 ≤ ‖z‖ ^ 2 - 1 := by nlinarith
    have h4 : ‖1 - z ^ 2‖ < 1 - ‖z‖ ^ 2 + 2 * z.im := by linarith
    have h5 := mul_self_lt_mul_self hL h4
    have h6 := mul_nonneg hz.le h3
    linarith
  · intro h
    have h3 : 0 < 1 - ‖z‖ ^ 2 := by nlinarith
    have h4 := mul_pos hz h3
    by_contra hc
    have h5 : 1 - ‖z‖ ^ 2 + 2 * z.im ≤ ‖1 - z ^ 2‖ := by linarith [not_lt.mp hc]
    have h6 := mul_self_le_mul_self (by linarith) h5
    linarith

/-- A Hermitian matrix minus a diagonal one with positive imaginary parts is invertible. -/
theorem isUnit_sub_diagonal {A : Matrix n n ℂ} (hA : A.IsHermitian) {s : n → ℂ}
    (hs : ∀ j, 0 < (s j).im) : IsUnit (A - diagonal s) := by
  rw [Matrix.isUnit_iff_isUnit_det, isUnit_iff_ne_zero]
  intro hdet
  obtain ⟨x, hx0, hx⟩ := Matrix.exists_mulVec_eq_zero_iff.mpr hdet
  rw [Matrix.sub_mulVec, sub_eq_zero] at hx
  -- the quadratic form of `A` is real
  have h1 : star (star x ⬝ᵥ A *ᵥ x) = star x ⬝ᵥ A *ᵥ x := by
    rw [← Matrix.star_dotProduct, Matrix.star_mulVec, hA.eq, ← Matrix.dotProduct_mulVec]
  have h2 : (star x ⬝ᵥ A *ᵥ x).im = 0 := Complex.conj_eq_iff_im.mp h1
  -- but on a null vector it equals that of `S`, whose imaginary part is positive
  have h3 : (star x ⬝ᵥ A *ᵥ x).im = ∑ j, (s j).im * Complex.normSq (x j) := by
    rw [hx]
    simp only [dotProduct, Matrix.mulVec_diagonal, Pi.star_apply, Complex.im_sum]
    refine Finset.sum_congr rfl fun j _ => ?_
    simp [Complex.normSq_apply, Complex.mul_im, Complex.mul_re]
    ring
  rw [h2] at h3
  have h4 := (Finset.sum_eq_zero_iff_of_nonneg
    (fun j _ => mul_nonneg (hs j).le (Complex.normSq_nonneg (x j)))).mp h3.symm
  apply hx0
  funext j
  exact Complex.normSq_eq_zero.mp
    ((mul_eq_zero.mp (h4 j (Finset.mem_univ j))).resolve_left (hs j).ne')

lemma isUnit_reference {A : Matrix n n ℂ} (hA : A.IsHermitian) :
    IsUnit (A - Complex.I • (1 : Matrix n n ℂ)).det := by
  have h := isUnit_sub_diagonal hA (s := fun _ => Complex.I) (by simp)
  rw [← Matrix.smul_one_eq_diagonal] at h
  exact (Matrix.isUnit_iff_isUnit_det _).mp h

/-- The Cayley transform of a Hermitian matrix is unitary. -/
theorem cayley_unitary {A : Matrix n n ℂ} (hA : A.IsHermitian) :
    (cayley A)ᴴ * cayley A = 1 := by
  have hG : (A - Complex.I • (1 : Matrix n n ℂ)) * greens A = 1 :=
    Matrix.mul_nonsing_inv _ (isUnit_reference hA)
  unfold cayley
  generalize greens A = G at hG ⊢
  have hI : star Complex.I = -Complex.I := Complex.conj_I
  have hc : star (2 * Complex.I) = -(2 * Complex.I) := by apply Complex.ext <;> simp
  have hG' : Gᴴ * (A + Complex.I • (1 : Matrix n n ℂ)) = 1 := by
    have h := congrArg conjTranspose hG
    rwa [conjTranspose_mul, conjTranspose_sub, conjTranspose_smul, conjTranspose_one, hA.eq,
      hI, neg_smul, sub_neg_eq_add] at h
  have e1 : Gᴴ * ((A + Complex.I • (1 : Matrix n n ℂ)) * G) = G := by
    rw [← mul_assoc, hG', one_mul]
  have e2 : Gᴴ * ((A - Complex.I • (1 : Matrix n n ℂ)) * G) = Gᴴ := by rw [hG, mul_one]
  -- the resolvent identity between `G` and its adjoint
  have key : G - Gᴴ = (2 * Complex.I) • (Gᴴ * G) := by
    calc G - Gᴴ = Gᴴ * ((A + Complex.I • (1 : Matrix n n ℂ)) * G)
          - Gᴴ * ((A - Complex.I • (1 : Matrix n n ℂ)) * G) := by rw [e1, e2]
      _ = _ := by
        simp only [add_mul, sub_mul, mul_add, mul_sub, smul_mul_assoc, mul_smul_comm, one_mul]
        module
  rw [conjTranspose_add, conjTranspose_one, conjTranspose_smul, hc]
  calc (1 + (-(2 * Complex.I)) • Gᴴ) * (1 + (2 * Complex.I) • G)
      = 1 + (2 * Complex.I) • (G - Gᴴ) - ((2 * Complex.I) * (2 * Complex.I)) • (Gᴴ * G) := by
        simp only [add_mul, mul_add, one_mul, mul_one, smul_mul_assoc, mul_smul_comm]
        module
    _ = 1 := by rw [key]; module

lemma cayley_norm {A : Matrix n n ℂ} (hA : A.IsHermitian) (x : n → ℂ) :
    ∑ j, ‖(cayley A *ᵥ x) j‖ ^ 2 = ∑ j, ‖x j‖ ^ 2 := by
  have e : ∀ y : n → ℂ, ((∑ j, ‖y j‖ ^ 2 : ℝ) : ℂ) = star y ⬝ᵥ y := by
    intro y
    simp only [dotProduct, Pi.star_apply, Complex.ofReal_sum]
    refine Finset.sum_congr rfl fun j _ => ?_
    rw [← Complex.normSq_eq_norm_sq, Complex.normSq_eq_conj_mul_self]
    rfl
  apply Complex.ofReal_injective
  rw [e (cayley A *ᵥ x), e x, Matrix.star_mulVec, ← Matrix.dotProduct_mulVec,
    Matrix.mulVec_mulVec, cayley_unitary hA, Matrix.one_mulVec]

/-- Componentwise, `2 K = V U V + 1 - S²` with the Cayley transform `U`. -/
theorem bornOperator_apply (A : Matrix n n ℂ) (s x : n → ℂ) (j : n) :
    2 * (bornOperator A s *ᵥ x) j
      = (s j - Complex.I) * (cayley A *ᵥ (potential s *ᵥ x)) j + (1 - s j ^ 2) * x j := by
  simp only [bornOperator, cayley, preconditioner, potential, Matrix.add_mulVec,
    Matrix.sub_mulVec, Matrix.one_mulVec, Matrix.smul_mulVec, ← Matrix.mulVec_mulVec,
    Pi.add_apply, Pi.sub_apply, Pi.smul_apply, smul_eq_mul, Matrix.mulVec_diagonal]
  linear_combination (x j) * Complex.I_sq

/-- For Hermitian `A` and `q ≥ 0`, if every local rate is at most `q`, then the Born operator has
Euclidean operator norm at most `q`. -/
theorem bornOperator_norm_le {A : Matrix n n ℂ} (hA : A.IsHermitian) {s : n → ℂ} {q : ℝ}
    (hq0 : 0 ≤ q) (hq : ∀ j, localRate (s j) ≤ q) : ‖bornOperator A s‖ ≤ q := by
  have hr : ∀ j, ‖s j - Complex.I‖ ^ 2 + ‖1 - s j ^ 2‖ ≤ 2 * q := by
    intro j
    have h := hq j
    unfold localRate at h
    linarith
  have bound : ∀ x : n → ℂ,
      ∑ j, ‖(bornOperator A s *ᵥ x) j‖ ^ 2 ≤ q ^ 2 * ∑ j, ‖x j‖ ^ 2 := by
    intro x
    have hp : ∑ j, ‖(cayley A *ᵥ (potential s *ᵥ x)) j‖ ^ 2
        = ∑ j, ‖s j - Complex.I‖ ^ 2 * ‖x j‖ ^ 2 := by
      rw [cayley_norm hA]
      simp only [potential, Matrix.mulVec_diagonal, norm_mul, mul_pow]
    have hB := bornOperator_apply A s x
    generalize cayley A *ᵥ (potential s *ᵥ x) = p at hp hB
    generalize bornOperator A s *ᵥ x = y at hB ⊢
    -- weighted Cauchy-Schwarz at each grid point
    have hpt : ∀ j, 4 * ‖y j‖ ^ 2 ≤ 2 * q * (‖p j‖ ^ 2 + ‖1 - s j ^ 2‖ * ‖x j‖ ^ 2) := by
      intro j
      have hn : 2 * ‖y j‖ ≤ ‖s j - Complex.I‖ * ‖p j‖ + ‖1 - s j ^ 2‖ * ‖x j‖ := by
        calc 2 * ‖y j‖ = ‖2 * y j‖ := by simp
          _ ≤ _ := by
            rw [hB j, ← norm_mul, ← norm_mul]
            exact norm_add_le _ _
      have h1 := mul_self_le_mul_self (by positivity) hn
      have h2 := mul_nonneg (norm_nonneg (1 - s j ^ 2))
        (sq_nonneg (‖s j - Complex.I‖ * ‖x j‖ - ‖p j‖))
      have h3 := mul_le_mul_of_nonneg_right (hr j)
        (show 0 ≤ ‖p j‖ ^ 2 + ‖1 - s j ^ 2‖ * ‖x j‖ ^ 2 by positivity)
      linarith
    have hsum := Finset.sum_le_sum fun j (_ : j ∈ Finset.univ) => hpt j
    rw [← Finset.mul_sum, ← Finset.mul_sum, Finset.sum_add_distrib, hp,
      ← Finset.sum_add_distrib] at hsum
    have h2 : ∑ j, (‖s j - Complex.I‖ ^ 2 * ‖x j‖ ^ 2 + ‖1 - s j ^ 2‖ * ‖x j‖ ^ 2)
        ≤ 2 * q * ∑ j, ‖x j‖ ^ 2 := by
      rw [Finset.mul_sum]
      refine Finset.sum_le_sum fun j _ => ?_
      rw [← add_mul]
      exact mul_le_mul_of_nonneg_right (hr j) (sq_nonneg _)
    have h3 := mul_le_mul_of_nonneg_left h2 (show 0 ≤ 2 * q by linarith)
    linarith
  rw [Matrix.l2_opNorm_def]
  refine ContinuousLinearMap.opNorm_le_bound _ hq0 fun x => ?_
  change ‖WithLp.toLp 2 (bornOperator A s *ᵥ x.ofLp)‖ ≤ q * ‖x‖
  rw [← pow_le_pow_iff_left₀ (norm_nonneg _) (by positivity) two_ne_zero, mul_pow,
    EuclideanSpace.norm_sq_eq, EuclideanSpace.norm_sq_eq]
  exact bound x.ofLp

/-- For Hermitian `A` and medium values with positive imaginary parts, the solution of `(A - S) x =
b` is a fixed point of the Born iteration. -/
theorem bornStep_solution {A : Matrix n n ℂ} (hA : A.IsHermitian) {s : n → ℂ}
    (hs : ∀ j, 0 < (s j).im) (b : n → ℂ) :
    bornStep A s b ((A - diagonal s)⁻¹ *ᵥ b) = (A - diagonal s)⁻¹ *ᵥ b := by
  have hG : greens A * (A - Complex.I • (1 : Matrix n n ℂ)) = 1 :=
    Matrix.nonsing_inv_mul _ (isUnit_reference hA)
  have hV : potential s + (A - diagonal s) = A - Complex.I • (1 : Matrix n n ℂ) := by
    have h : potential s = diagonal s - Complex.I • (1 : Matrix n n ℂ) := by
      rw [Matrix.smul_one_eq_diagonal, Matrix.diagonal_sub]
      rfl
    rw [h]
    abel
  have hK : bornOperator A s + preconditioner s * greens A * (A - diagonal s) = 1 := by
    calc _ = preconditioner s * (greens A * (potential s + (A - diagonal s)))
          - preconditioner s + 1 := by unfold bornOperator; noncomm_ring
      _ = 1 := by rw [hV, hG, mul_one, sub_self, zero_add]
  have hb : (A - diagonal s) *ᵥ ((A - diagonal s)⁻¹ *ᵥ b) = b := by
    rw [Matrix.mulVec_mulVec, Matrix.mul_nonsing_inv _
      ((Matrix.isUnit_iff_isUnit_det _).mp (isUnit_sub_diagonal hA hs)), Matrix.one_mulVec]
  have h := congrArg (fun M => M *ᵥ ((A - diagonal s)⁻¹ *ᵥ b)) hK
  simp only [Matrix.add_mulVec, Matrix.one_mulVec] at h
  rw [← Matrix.mulVec_mulVec, hb] at h
  exact h

/-- For Hermitian `A` and medium values with positive imaginary parts, the difference from `(A -
S)⁻¹ b` after `k` steps is `K ^ k` applied to the initial difference. -/
theorem born_error {A : Matrix n n ℂ} (hA : A.IsHermitian) {s : n → ℂ}
    (hs : ∀ j, 0 < (s j).im) (b x : n → ℂ) (k : ℕ) :
    (bornStep A s b)^[k] x - (A - diagonal s)⁻¹ *ᵥ b
      = (bornOperator A s ^ k) *ᵥ (x - (A - diagonal s)⁻¹ *ᵥ b) := by
  have hf := bornStep_solution hA hs b
  generalize (A - diagonal s)⁻¹ *ᵥ b = z at hf ⊢
  have step : ∀ y, bornStep A s b y - z = bornOperator A s *ᵥ (y - z) := by
    intro y
    unfold bornStep at hf ⊢
    rw [Matrix.mulVec_sub]
    linear_combination hf
  induction k with
  | zero => simp
  | succ k ih =>
    rw [Function.iterate_succ_apply', step, ih, Matrix.mulVec_mulVec, ← pow_succ']

/-- Convergent Born series: for Hermitian `A` and medium values in the upper half of the open
unit disc, `A - S` is invertible, `K` has Euclidean operator norm below one, and the iteration
converges from every start to `(A - S)⁻¹ b`. -/
theorem convergent_born_series {A : Matrix n n ℂ} (hA : A.IsHermitian) {s : n → ℂ}
    (hs : ∀ j, 0 < (s j).im) (hs1 : ∀ j, ‖s j‖ < 1) :
    IsUnit (A - diagonal s) ∧ ‖bornOperator A s‖ < 1 ∧
      ∀ b x : n → ℂ, Tendsto (fun k : ℕ => (bornStep A s b)^[k] x) atTop
        (𝓝 ((A - diagonal s)⁻¹ *ᵥ b)) := by
  -- the largest local rate is still below one
  have hq : ∃ q : ℝ, 0 ≤ q ∧ q < 1 ∧ ∀ j, localRate (s j) ≤ q := by
    rcases isEmpty_or_nonempty n with h | h
    · exact ⟨0, le_rfl, one_pos, fun j => isEmptyElim j⟩
    · obtain ⟨m, hm⟩ := Finite.exists_max fun j => localRate (s j)
      exact ⟨localRate (s m), by unfold localRate; positivity,
        (localRate_lt_one_iff (hs m)).mpr (hs1 m), hm⟩
  obtain ⟨q, hq0, hq1, hq⟩ := hq
  have hK : ‖bornOperator A s‖ < 1 := (bornOperator_norm_le hA hq0 hq).trans_lt hq1
  refine ⟨isUnit_sub_diagonal hA hs, hK, fun b x => ?_⟩
  have hpow := tendsto_pow_atTop_nhds_zero_of_norm_lt_one hK
  have hc : Continuous fun M : Matrix n n ℂ => M *ᵥ (x - (A - diagonal s)⁻¹ *ᵥ b) :=
    continuous_id.matrix_mulVec continuous_const
  have h2 : Tendsto (fun k : ℕ => (bornOperator A s ^ k) *ᵥ (x - (A - diagonal s)⁻¹ *ᵥ b))
      atTop (𝓝 ((0 : Matrix n n ℂ) *ᵥ (x - (A - diagonal s)⁻¹ *ᵥ b))) :=
    (hc.tendsto 0).comp hpow
  rw [Matrix.zero_mulVec] at h2
  have h3 := h2.add_const ((A - diagonal s)⁻¹ *ᵥ b)
  rw [zero_add] at h3
  refine h3.congr fun k => ?_
  rw [← born_error hA hs, sub_add_cancel]

/-- For `A = 0` and the medium value `2 i` at every point, the Born operator is three times
the identity. -/
theorem bornOperator_outside_disc :
    bornOperator (0 : Matrix n n ℂ) (fun _ => 2 * Complex.I) = (3 : ℂ) • 1 := by
  have hG : greens (0 : Matrix n n ℂ) = Complex.I • 1 :=
    Matrix.inv_eq_right_inv (by simp [smul_smul])
  have hV : potential (fun _ : n => 2 * Complex.I) = Complex.I • 1 := by
    rw [potential, Matrix.smul_one_eq_diagonal]
    congr 1
    funext j
    ring
  have hP : preconditioner (fun _ : n => 2 * Complex.I) = (-1 : ℂ) • 1 := by
    rw [preconditioner, Matrix.smul_one_eq_diagonal]
    congr 1
    funext j
    linear_combination Complex.I_sq
  rw [bornOperator, hG, hV, hP]
  simp only [smul_mul_assoc, one_mul]
  rw [smul_smul Complex.I Complex.I, Complex.I_mul_I]
  module

end

end ConvergentBornSeries
```

```lean
#print axioms ConvergentBornSeries.convergent_born_series
-- 'ConvergentBornSeries.convergent_born_series' depends on axioms: [propext, Classical.choice, Quot.sound]
#print axioms ConvergentBornSeries.bornOperator_outside_disc
-- 'ConvergentBornSeries.bornOperator_outside_disc' depends on axioms: [propext, Classical.choice, Quot.sound]
```

## The statement in Lean

The index type `n` labels the grid points, and fields and sources are functions `n → ℂ`. The medium is the function `s`, so $S$ is `diagonal s`. The definitions `greens`, `potential`, `preconditioner` and `bornOperator` are $G$, $V$, $\gamma$ and $K$, and `bornStep` is one step of the iteration.

The theorem `convergent_born_series` assumes `hA` (Hermiticity), `hs` (positive imaginary parts) and `hs1` (moduli below 1). It concludes that $A-S$ is invertible, that $\|K\|<1$, and that the iterates `(bornStep A s b)^[k] x` tend to $(A-S)^{-1}b$ for all $b$ and $x$. The opened scope `Matrix.Norms.L2Operator` makes the matrix norm the Euclidean operator norm. Mathlib's matrix inverse is defined even for singular matrices, so the invertibility of $A-i$ and $A-S$ is proved separately.

## Waves in an absorbing medium

Take the Helmholtz equation $(-\nabla^2-\kappa^2(r))\psi=f$ with a complex local wavenumber $\kappa(r)$ on a grid, with a Hermitian discretisation of $-\nabla^2$. Choose a real reference value $\kappa_0^2$ and a scale $\varepsilon>0$, and put

$$A=\frac{-\nabla^2-\kappa_0^2}{\varepsilon},\qquad s_j=\frac{\kappa^2(r_j)-\kappa_0^2}{\varepsilon},\qquad b=\frac{f}{\varepsilon}.$$

The equation becomes $(A-S)\psi=b$. With time dependence $e^{-i\omega t}$, $\mathrm{Im}\,s_j>0$ means absorption at point $j$, and $|s_j|<1$ means that $\varepsilon$ exceeds the largest contrast $|\kappa^2-\kappa_0^2|$. The matrix $G$ describes propagation in a reference medium with uniform damping.

Since $A-S=(A-i)-V$, the solution satisfies $x=GVx+Gb$. The plain Born iteration repeats this equation; the preconditioned one moves from $x$ by $\gamma$ times the mismatch $GVx+Gb-x$.

For this discretised Helmholtz equation, with absorption at every grid point and $\varepsilon$ above the largest contrast, the result gives a convergent iterative solver however large the finite grid is. It does not treat lossless points, discretisation error or rounding.

## Why the iteration contracts

**Invertibility.** If $(A-S)x=0$, then $x^\dagger Ax=\sum_j s_j|x_j|^2$. The left side is real, so $\sum_j \mathrm{Im}(s_j)|x_j|^2=0$, which forces $x=0$. This is `isUnit_sub_diagonal`; the choice $s_j=i$ gives the invertibility of $A-i$.

**A unitary matrix inside $K$.** Let $U=1+2iG$, called `cayley` in the file. As $G^\dagger=(A+i)^{-1}$,

$$G-G^\dagger=G^\dagger\big[(A+i)-(A-i)\big]G=2i\,G^\dagger G,$$

$$U^\dagger U=1+2i(G-G^\dagger)+4G^\dagger G=1.$$

This is `cayley_unitary`, and `cayley_norm` turns it into preservation of $\sum_j|x_j|^2$. Substituting $iG=(U-1)/2$ gives

$$2K=VUV-V^2-2iV+2=VUV+1-S^2,$$

because $V^2+2iV=(V+i)^2+1=S^2+1$. The theorem `bornOperator_apply` states this by components.

**The norm bound.** Write $a_j=|s_j-i|$, $c_j=|1-s_j^2|$, $y=Kx$ and $p=UVx$. Suppose that every local rate $(a_j^2+c_j)/2$ is at most some number $q\ge0$. The triangle inequality and a weighted Cauchy–Schwarz inequality give

$$4|y_j|^2\le(a_j|p_j|+c_j|x_j|)^2\le(a_j^2+c_j)(|p_j|^2+c_j|x_j|^2)\le 2q\,(|p_j|^2+c_j|x_j|^2).$$

Unitarity gives $\sum_j|p_j|^2=\sum_j a_j^2|x_j|^2$. Summing over $j$,

$$4\sum_j|y_j|^2\le 2q\sum_j(a_j^2+c_j)|x_j|^2\le 4q^2\sum_j|x_j|^2,$$

so $\|K\|\le q$. This is `bornOperator_norm_le`, where `hpt` is the pointwise estimate and `hp` the use of unitarity.

**The unit disc.** For $z=s_j$ and $\eta=\mathrm{Im}\,z>0$, we have $|z-i|^2=|z|^2+1-2\eta$. The local rate is therefore below 1 exactly when $|1-z^2|<1-|z|^2+2\eta$. Moreover,

$$|1-z^2|^2=(1-|z|^2+2\eta)^2-4\eta(1-|z|^2).$$

If $|z|<1$, the bracket is positive and the last term lowers the square, so the inequality holds. If $|z|\ge1$, it fails. This is `localRate_lt_one_iff`. On a nonempty finite grid the largest local rate serves as $q$; on an empty one, $q=0$ does.

**The limit.** Since $V+(A-S)=A-i$,

$$K+\gamma G(A-S)=\gamma G(A-i)-\gamma+1=1.$$

Applied to $x_\star=(A-S)^{-1}b$, this reads $Kx_\star+\gamma Gb=x_\star$, which is `bornStep_solution`. Each step thus multiplies the error by $K$, and `born_error` obtains $K^k(x-x_\star)$ after $k$ steps by induction. It tends to zero because $\|K\|<1$.

Outside the disc convergence can fail. For $A=0$ and $s_j=2i$, `bornOperator_outside_disc` gives $K=3\cdot1$, so any nonzero initial error triples at each step.

## A continuous medium instead of a grid

The model could also use a self-adjoint operator $A$ on $L^2$ and a multiplication operator $S$. Pointwise conditions on $s$ would then be too weak for this argument, since local rates below 1 can have supremum 1. Uniform bounds $\mathrm{Im}\,s\ge\delta>0$ and $|s|\le\rho<1$ would restore a common $q<1$, and the domain of $A$ would need attention.
